# Real orbitals that each overlap a bounded number of others have an exact ISDF of rank at most linear in their number

The N real orbitals f_i are functions on a grid X, and two of them overlap when both are nonzero at a common grid point. An exact interpolative separable density fitting (ISDF) with K points consists of grid points p_k and functions z_k on the grid, k = 0, …, K − 1, such that for all i, j and x

f_i(x) f_j(x) = Σ_k z_k(x) f_i(p_k) f_j(p_k).

If each orbital overlaps at most m orbitals, itself included, then an exact ISDF with K ≤ m N exists. For fixed m this bound is linear in N.

```lean
import Mathlib

open Finset

namespace LocalizedISDF

noncomputable section

variable {ι X : Type*}

/-- Two orbitals overlap if both are nonzero at some common grid point. -/
def Overlap (f : ι → X → ℝ) (i j : ι) : Prop := ∃ x, f i x ≠ 0 ∧ f j x ≠ 0

open Classical in
/-- The orbitals whose supports meet the support of orbital `i`. -/
def neighbours [Fintype ι] (f : ι → X → ℝ) (i : ι) : Finset ι :=
  univ.filter (fun j => Overlap f i j)

open Classical in
/-- The overlapping pairs of orbitals, each unordered pair listed once. -/
def overlapPairs [Fintype ι] [LinearOrder ι] (f : ι → X → ℝ) : Finset (ι × ι) :=
  univ.filter (fun q => q.1 ≤ q.2 ∧ Overlap f q.1 q.2)

/-- Exact interpolative separable density fitting: every pair product is recovered from its
values at the points `p k` with the fitting functions `z k`. -/
def IsISDF (f : ι → X → ℝ) {K : ℕ} (p : Fin K → X) (z : Fin K → X → ℝ) : Prop :=
  ∀ i j x, f i x * f j x = ∑ k, z k x * (f i (p k) * f j (p k))

/-- If each of `N` orbitals overlaps at most `m` orbitals, itself included, the number of unordered
overlapping pairs is at most `m N` and at most `(m + 1) N / 2`. -/
theorem card_overlapPairs_le [Fintype ι] [LinearOrder ι] (f : ι → X → ℝ) (m : ℕ)
    (hm : ∀ i, (neighbours f i).card ≤ m) :
    (overlapPairs f).card ≤ m * Fintype.card ι ∧
      2 * (overlapPairs f).card ≤ (m + 1) * Fintype.card ι := by
  classical
  -- ordered overlapping pairs
  let O : Finset (ι × ι) := univ.filter (fun q => Overlap f q.1 q.2)
  have hO : O.card ≤ m * Fintype.card ι := by
    calc O.card = ∑ i, (neighbours f i).card := by
          simp only [O, neighbours, Finset.card_filter, Fintype.sum_prod_type]
      _ ≤ ∑ _i : ι, m := Finset.sum_le_sum fun i _ => hm i
      _ = m * Fintype.card ι := by simp [mul_comm]
  have hS : ∀ q, q ∈ overlapPairs f ↔ q.1 ≤ q.2 ∧ Overlap f q.1 q.2 := by
    intro q
    simp [overlapPairs]
  have hmemO : ∀ q, Overlap f q.1 q.2 → q ∈ O := by
    intro q hq
    simpa [O] using hq
  -- the same pairs in the opposite order
  let T : Finset (ι × ι) := (overlapPairs f).image Prod.swap
  have hT : ∀ q ∈ T, q.2 ≤ q.1 ∧ Overlap f q.1 q.2 := by
    intro q hq
    obtain ⟨r, hr, rfl⟩ := Finset.mem_image.1 hq
    obtain ⟨h1, x, h2, h3⟩ := (hS r).1 hr
    exact ⟨h1, x, h3, h2⟩
  have hTc : T.card = (overlapPairs f).card :=
    Finset.card_image_of_injective _ Prod.swap_injective
  have hU : (overlapPairs f ∪ T).card ≤ O.card := by
    apply Finset.card_le_card
    intro q hq
    rcases Finset.mem_union.1 hq with h | h
    · exact hmemO q ((hS q).1 h).2
    · exact hmemO q (hT q h).2
  -- only diagonal pairs occur in both orders
  have hI : (overlapPairs f ∩ T).card ≤ Fintype.card ι := by
    have hsub : overlapPairs f ∩ T ⊆ univ.image (fun i : ι => (i, i)) := by
      intro q hq
      obtain ⟨h1, h2⟩ := Finset.mem_inter.1 hq
      have h : q.1 = q.2 := le_antisymm ((hS q).1 h1).1 (hT q h2).1
      exact Finset.mem_image.2 ⟨q.1, Finset.mem_univ _, Prod.ext rfl h⟩
    exact (Finset.card_le_card hsub).trans Finset.card_image_le
  have hsum := Finset.card_union_add_card_inter (overlapPairs f) T
  have hle : (overlapPairs f).card ≤ (overlapPairs f ∪ T).card :=
    Finset.card_le_card Finset.subset_union_left
  constructor
  · linarith
  · linarith

/-- An exact ISDF exists with distinct points, no more of them than there are unordered
overlapping pairs of orbitals. -/
theorem exists_isdf_card_overlapPairs [Fintype ι] [LinearOrder ι] (f : ι → X → ℝ) :
    ∃ K : ℕ, K ≤ (overlapPairs f).card ∧
      ∃ (p : Fin K → X) (z : Fin K → X → ℝ), Function.Injective p ∧ IsISDF f p z := by
  -- the vector of overlapping pair products at each grid point
  let P : X → ({q // q ∈ overlapPairs f} → ℝ) := fun x q => f q.1.1 x * f q.1.2 x
  obtain ⟨κ, a, ha, hspan, hli⟩ := exists_linearIndependent' (K := ℝ) P
  have : Finite κ := hli.finite
  let : Fintype κ := Fintype.ofFinite κ
  have hx : ∀ x, ∃ c : κ → ℝ, ∑ k, c k • (P ∘ a) k = P x := by
    intro x
    apply (Submodule.mem_span_range_iff_exists_fun ℝ).1
    rw [hspan]
    exact Submodule.subset_span ⟨x, rfl⟩
  choose c hc using hx
  have key : ∀ i j, i ≤ j → ∀ x,
      f i x * f j x = ∑ k, c x k * (f i (a k) * f j (a k)) := by
    intro i j hij x
    by_cases h : Overlap f i j
    · have hq : (i, j) ∈ overlapPairs f := by simp [overlapPairs, hij, h]
      have h1 := congrFun (hc x) ⟨(i, j), hq⟩
      simpa [P, Finset.sum_apply] using h1.symm
    · -- without overlap the product vanishes at every point
      have h0 : ∀ y, f i y * f j y = 0 := by
        intro y
        by_contra hy
        exact h ⟨y, left_ne_zero_of_mul hy, right_ne_zero_of_mul hy⟩
      simp [h0]
  let e := Fintype.equivFin κ
  refine ⟨Fintype.card κ, ?_, a ∘ e.symm, fun k x => c x (e.symm k),
    ha.comp e.symm.injective, ?_⟩
  · have h := hli.fintype_card_le_finrank
    simpa using h
  · intro i j x
    have h : f i x * f j x = ∑ k, c x k * (f i (a k) * f j (a k)) := by
      rcases le_total i j with hij | hij
      · exact key i j hij x
      · rw [mul_comm, key j i hij x]
        exact Finset.sum_congr rfl fun k _ => by ring
    rw [h]
    exact (Equiv.sum_comp e.symm (fun k => c x k * (f i (a k) * f j (a k)))).symm

/-- Linear-rank exact ISDF: if each of `N` real orbitals overlaps at most `m` orbitals, itself
included, then at most `m N`, and at most `(m + 1) N / 2`, distinct points suffice. -/
theorem exists_isdf_linear [Fintype ι] (f : ι → X → ℝ) (m : ℕ)
    (hm : ∀ i, (neighbours f i).card ≤ m) :
    ∃ K : ℕ, K ≤ m * Fintype.card ι ∧ 2 * K ≤ (m + 1) * Fintype.card ι ∧
      ∃ (p : Fin K → X) (z : Fin K → X → ℝ), Function.Injective p ∧ IsISDF f p z := by
  -- any numbering of the orbitals will do
  let : LinearOrder ι := LinearOrder.lift' (Fintype.equivFin ι) (Fintype.equivFin ι).injective
  obtain ⟨K, hK, h⟩ := exists_isdf_card_overlapPairs f
  obtain ⟨h1, h2⟩ := card_overlapPairs_le f m hm
  exact ⟨K, hK.trans h1, by linarith, h⟩

/-- The potential of a density `ρ` on the grid for the interaction kernel `v`. -/
def potential [Fintype X] (v : X → X → ℝ) (ρ : X → ℝ) (x : X) : ℝ := ∑ y, v x y * ρ y

/-- The exchange operator formed from the orbitals `f`, each with weight one, applied to a function
`φ`. -/
def exchange [Fintype ι] [Fintype X] (v : X → X → ℝ) (f : ι → X → ℝ) (φ : X → ℝ) (x : X) : ℝ :=
  -∑ i, f i x * potential v (fun y => f i y * φ y) x

/-- The potential of every pair density is a combination of the potentials of the fitting
functions, weighted by the pair density at the interpolation points. -/
theorem potential_pair [Fintype X] {f : ι → X → ℝ} {K : ℕ} {p : Fin K → X}
    {z : Fin K → X → ℝ} (h : IsISDF f p z) (v : X → X → ℝ) (i j : ι) (x : X) :
    potential v (fun y => f i y * f j y) x =
      ∑ k, potential v (z k) x * (f i (p k) * f j (p k)) := by
  simp only [potential, Finset.sum_mul]
  rw [Finset.sum_comm]
  refine Finset.sum_congr rfl fun y _ => ?_
  rw [h i j y, Finset.mul_sum]
  exact Finset.sum_congr rfl fun k _ => by ring

/-- Compressed exchange: the exchange operator acts on each orbital through the potentials of the
`K` fitting functions and the sums `∑ i, f i x * f i (p k)`. -/
theorem exchange_compressed [Fintype ι] [Fintype X] {f : ι → X → ℝ} {K : ℕ} {p : Fin K → X}
    {z : Fin K → X → ℝ} (h : IsISDF f p z) (v : X → X → ℝ) (j : ι) (x : X) :
    exchange v f (f j) x =
      -∑ k, potential v (z k) x * (∑ i, f i x * f i (p k)) * f j (p k) := by
  unfold exchange
  congr 1
  simp only [potential_pair h v, Finset.mul_sum, Finset.sum_mul]
  rw [Finset.sum_comm]
  exact Finset.sum_congr rfl fun k _ => Finset.sum_congr rfl fun i _ => by ring

end

end LocalizedISDF
```

```lean
#print axioms LocalizedISDF.exists_isdf_linear
-- 'LocalizedISDF.exists_isdf_linear' depends on axioms: [propext, Classical.choice, Quot.sound]
#print axioms LocalizedISDF.exchange_compressed
-- 'LocalizedISDF.exchange_compressed' depends on axioms: [propext, Classical.choice, Quot.sound]
```

## Orbitals, neighbours and the bound on K

The orbitals are given by `f : ι → X → ℝ`, where ι is a finite set of labels and N is `Fintype.card ι`. They need not be normalised, orthogonal or linearly independent. The relation `Overlap f i j` says that some x has f_i(x) ≠ 0 and f_j(x) ≠ 0, and `neighbours f i` is the set of all j for which this holds. A nonzero orbital is its own neighbour. An orbital that vanishes everywhere has no neighbours at all.

The interpolation identity is `IsISDF f p z`. The points are the values of `p : Fin K → X`, and the fitting functions are `z : Fin K → X → ℝ`. The same points and functions serve all pairs (i, j), including the diagonal ones.

The main theorem, `exists_isdf_linear`, assumes that every orbital has at most m neighbours, itself included. It concludes that an exact ISDF exists with distinct points, whose number K satisfies both

K ≤ m N and 2K ≤ (m + 1) N.

For m ≥ 1 the second bound implies the first. For m = 0 all orbitals vanish, and the first bound gives K = 0. The type X carries no finiteness assumption in this theorem, so the points could equally be taken from continuous space. Finiteness of the grid enters only with the potentials, which are sums over X.

## Strict localisation and exact exchange

The number m stands for the locality of the orbitals. If localised orbitals are cut off at a fixed radius, and their centres have bounded density, then m stays fixed while the system grows, and K grows at most linearly with N. The theorem takes m as given; it does not derive locality from a Hamiltonian or a band gap.

Overlap is a strict notion here. Orbitals with exponential tails that never reach zero all overlap, so that m = N and the bound is quadratic. The error made by truncating such tails is not treated.

On a finite grid there is also a simple bound that needs no locality. Take all grid points as the p_k, and let z_k be one at p_k and zero elsewhere. This is an exact ISDF, so K never has to exceed the number of grid points. At fixed grid spacing that number grows linearly with the volume of the system. The bound m N, in contrast, does not depend on the grid and stays the same when the grid is refined, as long as m does.

In practice ISDF is usually an approximate fit, with points picked by a numerical procedure and a rank that is chosen in advance or set by a tolerance. The theorem concerns the exact identity and the existence of suitable points. It says nothing about how cheaply they are found, how large the z_k become, or whether the z_k are themselves localised.

The last two theorems connect the identity with exchange. For a kernel v(x, y) on a finite grid, `potential v ρ` is the function

V[ρ](x) = Σ_y v(x, y) ρ(y).

Any quadrature weight is absorbed into v, which may be any real kernel, symmetric or not. The exchange operator `exchange v f` acts on a function φ by

(V_exch φ)(x) = −Σ_i f_i(x) V[f_i φ](x).

Every orbital in the family enters with weight one. If the orbitals are orthonormal, the family plays the part of the occupied orbitals of one spin channel. For other families the identity below still holds, but the operator is then in general not the physical exchange operator: for linearly independent orbitals that are not orthonormal, the latter contains the inverse of the matrix of their inner products. Cutting off the tails of orthonormal orbitals generally destroys their orthogonality. The theorem `exchange_compressed` treats the action on members of this family, not on an arbitrary φ.

For orthonormal, strictly localised real orbitals on a finite grid, with m fixed, the exchange part of a hybrid functional can therefore be applied to the occupied orbitals with a number of potentials at most linear in N. Since K is bounded by the number of overlapping pairs, this guarantee is no stronger than what one obtains by skipping the pairs that do not overlap; the rank may of course be smaller in a given system.

## Counting each overlapping pair once

Let O be the set of ordered pairs (i, j) that overlap. Summing over the first label gives

|O| = Σ_i |neighbours of i| ≤ m N.

Now put the orbitals in some order, and let S be the set of overlapping pairs with i ≤ j. Let T contain the same pairs with their entries exchanged. Overlap is symmetric, so S and T both lie in O. A pair in both sets satisfies i ≤ j and j ≤ i, hence i = j, and there are at most N such pairs. Therefore

|S| + |T| = |S ∪ T| + |S ∩ T| ≤ m N + N.

Since |T| = |S|, this is 2|S| ≤ (m + 1) N. Also |S| ≤ |S ∪ T| ≤ |O| ≤ m N.

The proof of `card_overlapPairs_le` follows these lines. The set S is `overlapPairs f`, and T is its image under `Prod.swap`, which is injective and so preserves the number of elements. The step `hO` is the sum over neighbours, `hU` places the union inside O, and `hI` places the intersection on the diagonal. The identity for the sizes of union and intersection is `hsum`, and `linarith` combines the inequalities.

## Choosing points from a basis of pair-product vectors

To each grid point x attach the vector P(x) with one component for every pair (i, j) in S:

P(x)_(i,j) = f_i(x) f_j(x).

All these vectors lie in a space of dimension |S|. Choose points p_k such that the vectors P(p_k) are linearly independent and span the same subspace as all the P(x). Their number K is then at most |S|. The points are distinct, because a repeated point would repeat a vector. Every P(x) is a combination of the chosen vectors, with coefficients that depend on x. Calling these coefficients z_k(x), we have

P(x) = Σ_k z_k(x) P(p_k).

The component (i, j) of this equation is the interpolation identity for that pair. Two kinds of pairs remain:

- If i and j do not overlap, then f_i(y) f_j(y) = 0 at every grid point y. The left side of the identity vanishes, and so does every term on the right, since the p_k are grid points too.
- If i > j, the identity for (j, i) applies, because the product of real values does not depend on the order of the factors.

In `exists_isdf_card_overlapPairs` the selection is made by Mathlib's `exists_linearIndependent'`. It supplies an index set κ and an injective map `a` into the grid, such that the selected vectors are independent and have the full span. The step `hx` turns membership in the span into the existence of coefficients, and `choose` collects them into a function of x, which becomes z. The statement `key` is the identity for i ≤ j, split according to whether the orbitals overlap. The bound on K comes from `hli.fintype_card_le_finrank`: an independent family has no more members than the dimension of its space. The equivalence `e` renumbers κ as 0, …, K − 1.

The main theorem joins the two results. The labels ι have no order of their own, so its proof borrows one from an arbitrary numbering of the orbitals. The order serves only to list each pair once, and it does not appear in the statement.

## From K potentials to the exchange operator

Insert the interpolation identity into the potential of a pair density and exchange the two finite sums:

V[f_i f_j](x) = Σ_y v(x, y) Σ_k z_k(y) f_i(p_k) f_j(p_k)

= Σ_k V[z_k](x) f_i(p_k) f_j(p_k).

This is `potential_pair`. In its proof `Finset.sum_comm` exchanges the sums, the hypothesis `h i j y` replaces the product at y, and `ring` reorders the factors.

Now let the exchange operator act on f_j:

(V_exch f_j)(x) = −Σ_i f_i(x) V[f_i f_j](x)

= −Σ_i f_i(x) Σ_k V[z_k](x) f_i(p_k) f_j(p_k)

= −Σ_k V[z_k](x) [Σ_i f_i(x) f_i(p_k)] f_j(p_k).

For orthonormal orbitals the bracket is the density matrix between the grid point x and the interpolation point p_k. The potentials V[z_k] do not depend on j, so they are computed once for all orbitals. The proof of `exchange_compressed` rewrites each pair potential with `potential_pair` and then exchanges the sums over i and k. Both theorems hold for any exact ISDF, whether or not it came from the construction above.

## Two overlapping orbitals that need three points

Suppose the neighbour bound is dropped and m = 1 is used for orbitals that do overlap. Take a grid of three points and two orbitals with the values

f_a = (1, 0, 1), f_b = (0, 1, 1).

Their pair products are

f_a² = (1, 0, 1), f_b² = (0, 1, 1), f_a f_b = (0, 0, 1).

These three functions are linearly independent. In an exact ISDF every pair product is a combination of the K functions z_k, so K ≥ 3. The bound m N with m = 1 would allow only two points. Each orbital here has two neighbours, and the correct value m = 2 gives 2K ≤ 6, which permits the three points.

The same pattern shows that without a fixed m no bound linear in N holds for all grids. Use a grid of N(N + 1)/2 points, one for each unordered pair of labels, equal labels included, and let f_i be 1 at the points whose pair contains i and 0 elsewhere. For i ≠ j the product f_i f_j is nonzero only at the point of the pair {i, j}. Subtracting these products from f_i² leaves the function that is nonzero only at the point belonging to i alone. The pair products thus span all functions on the grid, and every exact ISDF needs N(N + 1)/2 points. The orbitals in these examples were not chosen to be orthonormal, and the theorem does not ask for it. The examples are argued here by hand and are not part of the Lean file.
